# For an energy quadratic in the eigenvalues of a Hermitian occupation matrix n, with second derivative U in each eigenvalue, the frozen-orbital KI corrections sum to the DFT+U form (U/2) Tr(n − n²)

The theorem `sum_kiCorrection_eq_dftU` concerns finitely many orbitals whose occupations f_a are the eigenvalues of a Hermitian matrix `n`. The energy is E₀ + Σ h_a f_a + ½ Σ K_ab f_a f_b with real coefficients, and every diagonal element of the interaction matrix `K` equals `U`. The KI correction of an orbital is the energy change on filling it from zero to its actual occupation along the straight line between empty and full, minus the actual energy change, with all other occupations frozen. The theorem says that these corrections sum to (U/2) Tr(n − n²), as an equality of complex numbers. The proof diagonalises `n` by the spectral theorem, then uses two earlier lemmas to reduce both sides to U/2 times the sum of f(1 − f) over the eigenvalues f.

The first attempt, which Lean rejects:

```lean
import Mathlib

open Matrix

namespace SumKiCorrectionEqDftU

noncomputable section

variable {ι : Type*} [Fintype ι] [DecidableEq ι]

/-- The energy as a quadratic polynomial in the occupations `f`, with constant `E₀`,
linear coefficients `h` and interaction matrix `K`. -/
def quadEnergy (E₀ : ℝ) (h : ι → ℝ) (K : Matrix ι ι ℝ) (f : ι → ℝ) : ℝ :=
  E₀ + ∑ a, h a * f a + 1 / 2 * ∑ a, (∑ b, K a b * f b) * f a

/-- The KI correction of orbital `i` for an energy functional `E`: the energy change on filling the
orbital from zero to `f i` along the straight line between empty and full orbital, minus the actual
energy change, all other occupations being frozen. -/
def kiCorrection (E : (ι → ℝ) → ℝ) (f : ι → ℝ) (i : ι) : ℝ :=
  f i * (E (Function.update f i 1) - E (Function.update f i 0))
    - (E f - E (Function.update f i 0))

/-- Filling orbital `i` from zero to `s` changes a weighted sum of occupations by `v i * s`. -/
theorem sum_update (v f : ι → ℝ) (i : ι) (s : ℝ) :
    ∑ a, v a * Function.update f i s a
      = ∑ a, v a * Function.update f i 0 a + v i * s := by
  have hs : ∀ a, v a * Function.update f i s a
      = v a * Function.update f i 0 a + if a = i then v i * s else 0 := by
    intro a
    by_cases ha : a = i
    · subst ha
      simp
    · simp [ha]
  rw [Finset.sum_congr rfl (fun a _ => hs a)]
  simp only [Finset.sum_add_distrib, Finset.sum_ite_eq', Finset.mem_univ, if_true]

/-- As a function of a single occupation `s`, the quadratic energy is a parabola with
second derivative `K i i`. -/
theorem quadEnergy_update (E₀ : ℝ) (h : ι → ℝ) (K : Matrix ι ι ℝ) (f : ι → ℝ) (i : ι)
    (s : ℝ) :
    quadEnergy E₀ h K (Function.update f i s) = quadEnergy E₀ h K (Function.update f i 0)
      + s * (h i + (∑ b, K i b * Function.update f i 0 b
        + ∑ b, K b i * Function.update f i 0 b) / 2) + K i i / 2 * (s * s) := by
  -- the interaction of the added charge with the frozen orbitals
  have cross : ∑ a, (∑ b, K a b * Function.update f i 0 b + K a i * s)
        * Function.update f i 0 a
      = ∑ a, (∑ b, K a b * Function.update f i 0 b) * Function.update f i 0 a
        + s * ∑ b, K b i * Function.update f i 0 b := by
    rw [Finset.mul_sum, ← Finset.sum_add_distrib]
    refine Finset.sum_congr rfl fun a _ => ?_
    ring
  unfold quadEnergy
  rw [sum_update h f i s, Finset.sum_congr rfl
    (fun a _ => congrArg (· * Function.update f i s a) (sum_update (K a) f i s)),
    sum_update (fun a => ∑ b, K a b * Function.update f i 0 b + K a i * s) f i s]
  linear_combination (1 / 2) * cross

/-- For a quadratic energy the KI correction of orbital `i` is `K i i * f i * (1 - f i) / 2`. -/
theorem kiCorrection_quadratic (E₀ : ℝ) (h : ι → ℝ) (K : Matrix ι ι ℝ) (f : ι → ℝ)
    (i : ι) :
    kiCorrection (quadEnergy E₀ h K) f i = K i i * (f i * (1 - f i)) / 2 := by
  have h1 := quadEnergy_update E₀ h K f i 1
  have hf := quadEnergy_update E₀ h K f i (f i)
  rw [Function.update_eq_self] at hf
  unfold kiCorrection
  linear_combination f i * h1 - hf

/-- If a unitary `V` brings the occupation matrix `n` to diagonal form with real occupations
`f`, then `Tr (n - n²)` is the sum of `f i * (1 - f i)`. -/
theorem trace_sub_sq {n V : Matrix ι ι ℂ} {f : ι → ℝ} (hV : V ∈ Matrix.unitaryGroup ι ℂ)
    (hn : n = V * diagonal (fun i => (f i : ℂ)) * star V) :
    (n - n * n).trace = ((∑ i, f i * (1 - f i) : ℝ) : ℂ) := by
  have hVV : star V * V = 1 := Matrix.mem_unitaryGroup_iff'.mp hV
  set D : Matrix ι ι ℂ := diagonal (fun i => (f i : ℂ)) with hD
  have hsq : n * n = V * (D * D) * star V := by
    calc n * n = V * D * (star V * V) * D * star V := by rw [hn]; noncomm_ring
      _ = V * (D * D) * star V := by rw [hVV]; noncomm_ring
  have hdiff : n - n * n = V * (D - D * D) * star V := by
    rw [hsq, hn]
    noncomm_ring
  -- the trace does not depend on the basis
  rw [hdiff, Matrix.trace_mul_comm, ← mul_assoc, hVV, one_mul, hD,
    Matrix.diagonal_mul_diagonal, Matrix.trace_sub, Matrix.trace_diagonal,
    Matrix.trace_diagonal, ← Finset.sum_sub_distrib, Complex.ofReal_sum]
  refine Finset.sum_congr rfl fun i _ => ?_
  push_cast
  ring

/-- If all diagonal elements of `K` equal `U`, the KI corrections sum to
`U / 2` times the sum of `f i * (1 - f i)`. -/
theorem sum_kiCorrection (E₀ : ℝ) (h : ι → ℝ) {K : Matrix ι ι ℝ} {U : ℝ}
    (hU : ∀ i, K i i = U) (f : ι → ℝ) :
    ∑ i, kiCorrection (quadEnergy E₀ h K) f i = U / 2 * ∑ i, f i * (1 - f i) := by
  rw [Finset.mul_sum]
  refine Finset.sum_congr rfl fun i _ => ?_
  rw [kiCorrection_quadratic, hU i]
  ring

/-- If all diagonal elements of `K` equal `U` and the occupations are the eigenvalues of a
Hermitian occupation matrix `n`, the KI corrections sum to the DFT+U form
`(U / 2) Tr (n - n²)`. -/
theorem sum_kiCorrection_eq_dftU (E₀ : ℝ) (h : ι → ℝ) {K : Matrix ι ι ℝ} {U : ℝ}
    (hU : ∀ i, K i i = U) {n : Matrix ι ι ℂ} (hn : n.IsHermitian) :
    ((∑ i, kiCorrection (quadEnergy E₀ h K) hn.eigenvalues i : ℝ) : ℂ)
      = (U : ℂ) / 2 * (n - n * n).trace := by
  have hspec := hn.spectral_theorem
  rw [Unitary.conjStarAlgAut_apply] at hspec
  rw [sum_kiCorrection E₀ h hU, trace_sub_sq hn.eigenvectorUnitary.2 hspec]
  simp only [Complex.ofReal_mul, Complex.ofReal_div, Complex.ofReal_ofNat]

end

end SumKiCorrectionEqDftU
```

The error:

```
Main.lean:105:43: error: unsolved goals
ι : Type u_1
inst✝¹ : Fintype ι
inst✝ : DecidableEq ι
E₀ : ℝ
h : ι → ℝ
K : Matrix ι ι ℝ
U : ℝ
hU : ∀ (i : ι), K i i = U
n : Matrix ι ι ℂ
hn : n.IsHermitian
hspec : n = ↑hn.eigenvectorUnitary * diagonal (RCLike.ofReal ∘ hn.eigenvalues) * star ↑hn.eigenvectorUnitary
⊢ ↑U / 2 * ↑(∑ i, hn.eigenvalues i * (1 - hn.eigenvalues i)) =
    ↑U / 2 * ↑(∑ i, (algebraMap ℝ ℝ) (hn.eigenvalues i) * (1 - (algebraMap ℝ ℝ) (hn.eigenvalues i)))
```

Diagnosis. The message shows the goal left over at the end of the proof. Its two sides differ only in that the right one has `(algebraMap ℝ ℝ) (hn.eigenvalues i)` where the left has `hn.eigenvalues i`. This map from the reals to themselves is the identity, so the equation is true, but the two sides are written differently.

The map comes from the call to `trace_sub_sq`, where the occupations `f` were left for Lean to infer from `hspec`. The lemma writes the diagonal entries as `(f i : ℂ)`, while `hspec` has `RCLike.ofReal ∘ hn.eigenvalues`. In matching the two, Lean took `f i` to be the eigenvalue with `algebraMap ℝ ℝ` applied to it. The final `simp only` is given only lemmas on casts of products, quotients and numerals, none of which removes that map.

The repair states `(f := hn.eigenvalues)`. Lean then only has to check that `hspec` fits this choice, which it does by unfolding definitions. The rewritten trace contains the plain eigenvalues, and the same `simp only` closes the goal. The line break inside the `rw` is only layout.

The mended proof, as a diff:

```diff
@@ -106,5 +106,6 @@
   have hspec := hn.spectral_theorem
   rw [Unitary.conjStarAlgAut_apply] at hspec
-  rw [sum_kiCorrection E₀ h hU, trace_sub_sq hn.eigenvectorUnitary.2 hspec]
+  rw [sum_kiCorrection E₀ h hU,
+    trace_sub_sq (f := hn.eigenvalues) hn.eigenvectorUnitary.2 hspec]
   simp only [Complex.ofReal_mul, Complex.ofReal_div, Complex.ofReal_ofNat]
 
```
